# The scaling limit of a positive, nondecreasing function is a power law

Let $f$ be positive and nondecreasing on $t>0$, and suppose that for every scale factor $x>0$ the ratio $f(tx)/f(t)$ tends to a finite number $h(x)$ as $t\to\infty$. Then $h(x)=x^k$ for all $x>0$, with exactly one real $k\ge 0$.

The physical question is how a quantity $f$ responds when the size $t$ of a large system is multiplied by $x$. If $f$ is positive and nondecreasing and the response settles to a factor that depends on $x$ alone, that factor is a power of $x$. In simulation practice this applies to the cost of a calculation as a function of one size parameter, such as the number of grid points, provided that the cost grows steadily and the limiting ratios exist. The step that the hypotheses leave to the user is the passage from values at finitely many sizes to a function on all $t>0$ that has these limits.

Each of the three hypotheses has its own task in the derivation. The counter-examples given for them are argued in prose and have no Lean theorem behind them.

## The ratio settles at every scale factor

Physically, this hypothesis says that a large system keeps no memory of a particular size: rescaling it by $x$ has nearly the same relative effect at all sufficiently large $t$.

`HasScalingLimit f h` states this for real functions `f` and `h`. The expression `𝓝 (h x)` makes the limit a finite real number, and only factors $x>0$ are constrained. "Scaling limit" here means this limiting ratio, not the continuum limit of a lattice model; mathematics texts call a positive measurable $f$ with such limits regularly varying.

```lean
import Mathlib

open Filter Topology Set

namespace AsymptoticScaling

noncomputable section

/-- The function `f` has scaling limit `h`: for every scale factor `x > 0` the ratio
`f (t x) / f t` converges to `h x` as `t` tends to infinity. -/
def HasScalingLimit (f h : ℝ → ℝ) : Prop :=
  ∀ x, 0 < x → Tendsto (fun t => f (t * x) / f t) atTop (𝓝 (h x))
```

The hypothesis is used by rescaling in two stages:

$$\frac{f(txy)}{f(t)}=\frac{f(txy)}{f(tx)}\cdot\frac{f(tx)}{f(t)} .$$

As $t\to\infty$, so does $tx$. The first factor therefore tends to $h(y)$ and the second to $h(x)$. The left side tends to $h(xy)$, and limits are unique, so $h(xy)=h(x)h(y)$.

In `scalingLimit_mul`, `hshift` says that $tx\to\infty$, `key` is the cancellation of the intermediate value, and `tendsto_nhds_unique` compares the two limits.

```lean
/-- The scaling limit of a function that is positive on `t > 0` is multiplicative on scale factors
`x, y > 0`: rescaling by `x y` is rescaling by `x` and then by `y`. -/
theorem scalingLimit_mul {f h : ℝ → ℝ} (hf : ∀ t, 0 < t → 0 < f t)
    (hh : HasScalingLimit f h) {x y : ℝ} (hx : 0 < x) (hy : 0 < y) :
    h (x * y) = h x * h y := by
  have key : ∀ A B C : ℝ, B ≠ 0 → C ≠ 0 → A / B * (B / C) = A / C := by
    intro A B C hB hC
    field_simp
  have hshift : Tendsto (fun t : ℝ => t * x) atTop atTop :=
    tendsto_id.atTop_mul_const hx
  -- the ratio for `x y` factors through the intermediate scale `t x`
  have h2 : Tendsto (fun t => f (t * (x * y)) / f t) atTop (𝓝 (h y * h x)) := by
    refine (((hh y hy).comp hshift).mul (hh x hx)).congr' ?_
    filter_upwards [eventually_gt_atTop 0] with t ht
    simp only [Function.comp_apply]
    rw [← mul_assoc t x y]
    exact key _ _ _ (hf _ (mul_pos ht hx)).ne' (hf t ht).ne'
  exact (tendsto_nhds_unique (hh _ (mul_pos hx hy)) h2).trans (mul_comm _ _)
```

Convergence at some factors does not give convergence at all of them. Take $f(t)=t(2+\sin\log t)$, which is positive and has derivative $2+\sin\log t+\cos\log t>0$. At $x=e^{2\pi n}$ with $n$ an integer, the ratio equals $x$ exactly. At $x=e^{\pi}$ it oscillates between $x/3$ and $3x$ for ever.

## The quantity is positive

Costs are positive, and so are counts and magnitudes of energies when they are not zero. The hypothesis `hf` requires this for every $t>0$ and says nothing about $t\le 0$. It has already made the denominators above nonzero, and it also gives the sign of $h$, which is therefore derived and not assumed.

Since $f(t\cdot 1)/f(t)=1$, we have $h(1)=1$. As a limit of positive ratios, $h(x)\ge 0$. Finally $h(x)\,h(1/x)=h(1)=1$, so $h(x)\neq 0$ and hence $h(x)>0$.

The Lean proof has the same three parts, `hone`, `hnonneg` and `hinv`. The recurring line `filter_upwards [eventually_gt_atTop 0]` restricts attention to $t>0$, which is harmless in a limit $t\to\infty$.

```lean
/-- The scaling limit of a function that is positive on `t > 0` is itself positive
at every scale factor `x > 0`. -/
theorem scalingLimit_pos {f h : ℝ → ℝ} (hf : ∀ t, 0 < t → 0 < f t)
    (hh : HasScalingLimit f h) {x : ℝ} (hx : 0 < x) : 0 < h x := by
  have hone : h 1 = 1 := by
    refine tendsto_nhds_unique (hh 1 one_pos) (tendsto_const_nhds.congr' ?_)
    filter_upwards [eventually_gt_atTop 0] with t ht
    rw [mul_one, div_self (hf t ht).ne']
  have hnonneg : 0 ≤ h x := by
    refine ge_of_tendsto (hh x hx) ?_
    filter_upwards [eventually_gt_atTop 0] with t ht
    exact (div_pos (hf _ (mul_pos ht hx)) (hf t ht)).le
  -- undoing the rescaling shows that the limit cannot vanish
  have hinv := scalingLimit_mul hf hh hx (inv_pos.mpr hx)
  rw [mul_inv_cancel₀ hx.ne', hone] at hinv
  refine lt_of_le_of_ne hnonneg fun h0 => ?_
  rw [← h0, zero_mul] at hinv
  exact one_ne_zero hinv
```

If $f$ may stay negative at large $t$, the sign of the exponent is lost. The function $f(t)=-1/t$ is increasing on $t>0$, and its ratio is $f(tx)/f(t)=x^{-1}$, so $k=-1$.

## The quantity does not decrease with size

The third hypothesis is that a larger system costs at least as much as a smaller one. `MonotoneOn f (Ioi 0)` expresses this on the open half-line $t>0$. The inequality is not strict, so a constant $f$ is allowed and gives $k=0$.

For $0<x\le y$ and $t>0$ we have $f(tx)\le f(ty)$. Dividing by $f(t)>0$ and taking the limit gives $h(x)\le h(y)$. The lemma does this with `le_of_tendsto_of_tendsto`.

```lean
/-- If `f` is positive and monotone increasing on `t > 0`, then its scaling limit is
monotone increasing on `x > 0`. -/
theorem scalingLimit_monotone {f h : ℝ → ℝ} (hf : ∀ t, 0 < t → 0 < f t)
    (hmono : MonotoneOn f (Ioi 0)) (hh : HasScalingLimit f h) :
    MonotoneOn h (Ioi 0) := by
  intro x hx y hy hxy
  have hx' : 0 < x := hx
  have hy' : 0 < y := hy
  refine le_of_tendsto_of_tendsto (hh x hx') (hh y hy') ?_
  filter_upwards [eventually_gt_atTop 0] with t ht
  have hle : f (t * x) ≤ f (t * y) :=
    hmono (mul_pos ht hx') (mul_pos ht hy') (mul_le_mul_of_nonneg_left hxy ht.le)
  simp only [div_eq_mul_inv]
  exact mul_le_mul_of_nonneg_right hle (inv_nonneg.mpr (hf t ht).le)
```

Now pass to logarithmic variables and set $\varphi(s)=\log h(e^s)$, which is defined because $h>0$. Multiplicativity of $h$ becomes $\varphi(s+t)=\varphi(s)+\varphi(t)$, where $t$ is for the moment a second logarithmic variable, and $\varphi$ is nondecreasing.

Put $c=\varphi(1)$. Additivity gives $\varphi(0)=0$, so $c\ge 0$, and it gives $\varphi(mu)=m\varphi(u)$ for every integer $m$ and real $u$. For a natural number $n$ let $m=\lfloor ns\rfloor$, so that $m\le ns\le m+1$. Applying $\varphi$, and separately multiplying by $c$, gives

$$mc\le n\varphi(s)\le (m+1)c,\qquad mc\le ncs\le (m+1)c .$$

Both middle terms lie in an interval of length $c$, hence $n\,|\varphi(s)-cs|\le c$ for every $n$. A nonzero difference would violate this for large $n$, so $\varphi(s)=cs$.

In the lemma, `hz` is the integer rule, `hbound` is the trapping estimate, and `exists_nat_gt` supplies the large $n$ that rules out a difference.

```lean
/-- A monotone increasing additive function on the real line is linear. -/
theorem additive_monotone_linear {φ : ℝ → ℝ} (hadd : ∀ s t, φ (s + t) = φ s + φ t)
    (hmono : Monotone φ) (s : ℝ) : φ s = φ 1 * s := by
  have hz : ∀ (m : ℤ) (u : ℝ), φ (m * u) = m * φ u := by
    intro m u
    have h := map_zsmul (AddMonoidHom.mk' φ hadd) m u
    rw [zsmul_eq_mul, zsmul_eq_mul] at h
    exact h
  have hc : 0 ≤ φ 1 := by
    have h0 := hadd 0 0
    rw [add_zero] at h0
    have h1 := hmono (zero_le_one : (0 : ℝ) ≤ 1)
    linarith
  -- trap `n s` between consecutive integers
  have hbound : ∀ n : ℕ, (n : ℝ) * |φ s - φ 1 * s| ≤ φ 1 := by
    intro n
    have hl := Int.floor_le ((n : ℝ) * s)
    have hu := (Int.lt_floor_add_one ((n : ℝ) * s)).le
    have e1 := hz ⌊(n : ℝ) * s⌋ 1
    have e2 := hz (n : ℤ) s
    rw [Int.cast_natCast] at e2
    rw [mul_one] at e1
    have m1 := hmono hl
    have m2 := hmono hu
    rw [hadd] at m2
    rw [e1, e2] at m1
    rw [e1, e2] at m2
    have p1 := mul_le_mul_of_nonneg_right hl hc
    have p2 := mul_le_mul_of_nonneg_right hu hc
    rw [← Nat.abs_cast n, ← abs_mul, abs_le]
    constructor <;> nlinarith
  by_contra hne
  have hd : 0 < |φ s - φ 1 * s| := abs_pos.mpr (sub_ne_zero.mpr hne)
  obtain ⟨n, hn⟩ := exists_nat_gt (φ 1 / |φ s - φ 1 * s|)
  rw [div_lt_iff₀ hd] at hn
  exact not_lt_of_ge (hbound n) hn
```

Setting $s=\log x$ gives $h(x)=e^{c\log x}=x^c$, so $k=c\ge 0$. If $x^k$ represents $h$ at all, then $h(e)=e^k$, which fixes $k=\log h(e)$.

The main theorem takes the three hypotheses as `hf`, `hmono` and `hh`. Its `∃!` says that exactly one real `k` satisfies both `0 ≤ k` and the power law at all positive `x`. In the proof, `hadd` and `hm` establish the properties of $\varphi$, and `hlin` applies the previous lemma. The three final bullets give the sign, the formula and uniqueness.

```lean
/-- Asymptotic scaling is a power law: if `f` is positive and monotone increasing on `t > 0`
and has scaling limit `h`, then `h x = x ^ k` for all `x > 0`, with a unique real `k ≥ 0`. -/
theorem scalingLimit_power_law {f h : ℝ → ℝ} (hf : ∀ t, 0 < t → 0 < f t)
    (hmono : MonotoneOn f (Ioi 0)) (hh : HasScalingLimit f h) :
    ∃! k : ℝ, 0 ≤ k ∧ ∀ x, 0 < x → h x = x ^ k := by
  have hpos : ∀ s : ℝ, 0 < h (Real.exp s) := fun s =>
    scalingLimit_pos hf hh (Real.exp_pos s)
  -- in logarithmic variables the limit is additive and monotone
  have hadd : ∀ s t : ℝ, Real.log (h (Real.exp (s + t))) =
      Real.log (h (Real.exp s)) + Real.log (h (Real.exp t)) := by
    intro s t
    rw [Real.exp_add, scalingLimit_mul hf hh (Real.exp_pos s) (Real.exp_pos t),
      Real.log_mul (hpos s).ne' (hpos t).ne']
  have hm : Monotone fun s : ℝ => Real.log (h (Real.exp s)) := fun s t hst =>
    Real.log_le_log (hpos s) (scalingLimit_monotone hf hmono hh
      (Real.exp_pos s) (Real.exp_pos t) (Real.exp_le_exp.mpr hst))
  have hlin : ∀ s : ℝ, Real.log (h (Real.exp s)) = Real.log (h (Real.exp 1)) * s :=
    fun s => additive_monotone_linear hadd hm s
  refine ⟨Real.log (h (Real.exp 1)), ⟨?_, ?_⟩, ?_⟩
  · have h0 := hlin 0
    rw [mul_zero] at h0
    have h1 : Real.log (h (Real.exp 0)) ≤ Real.log (h (Real.exp 1)) := hm zero_le_one
    linarith
  · intro x hx
    have hl := hlin (Real.log x)
    rw [Real.exp_log hx] at hl
    rw [Real.rpow_def_of_pos hx, mul_comm, ← hl, Real.exp_log (scalingLimit_pos hf hh hx)]
  · rintro k ⟨-, hk⟩
    rw [hk _ (Real.exp_pos 1), Real.log_rpow (Real.exp_pos 1), Real.log_exp, mul_one]
```

Without monotonicity, $f(t)=1/t$ is positive with $h(x)=x^{-1}$, so $k\ge 0$ fails. The power form can fail too. Let $\psi$ be an additive function on the reals that is not linear; the axiom of choice provides one. Then $f(t)=e^{\psi(\log t)}$ is positive and $f(tx)/f(t)=f(x)$, so $h=f$ on $x>0$, which is not a power. This shows that some regularity of $f$ is needed beyond positivity, not that it has to be monotonicity.

## One scale factor is enough to find the exponent

Once the scaling limit is known to be $x^k$, a single factor $b>0$ with $b\ne 1$ determines $k$. The ratio $f(tb)/f(t)$ tends to $b^k>0$, the logarithm is continuous there, and $\log b\neq 0$, so

$$\frac{\log\big(f(tb)/f(t)\big)}{\log b}\longrightarrow\frac{k\log b}{\log b}=k .$$

The theorem allows any real $k$ and needs neither positivity nor monotonicity of $f$. Its proof applies `h1.log` and then divides by the constant `Real.log b`.

```lean
/-- If `f` has scaling limit `x ^ k`, the exponent is found from any one fixed scale factor
`b > 0`, `b ≠ 1`, as the limit of `log (f (t b) / f t) / log b` for large `t`. -/
theorem exponent_from_ratio {f : ℝ → ℝ} {k b : ℝ}
    (hh : HasScalingLimit f fun x => x ^ k) (hb : 0 < b) (hb1 : b ≠ 1) :
    Tendsto (fun t => Real.log (f (t * b) / f t) / Real.log b) atTop (𝓝 k) := by
  have h1 : Tendsto (fun t => f (t * b) / f t) atTop (𝓝 (b ^ k)) := hh b hb
  have h2 := (h1.log (Real.rpow_pos_of_pos hb k).ne').div_const (Real.log b)
  rw [Real.log_rpow hb,
    mul_div_cancel_right₀ _ (Real.log_ne_zero_of_pos_of_ne_one hb hb1)] at h2
  exact h2
```

## A logarithm that the exponent does not see

The power law holds for $h$; $f$ itself need not be asymptotically proportional to a power. The function `logCorrected k` is $t^k\log(1+t)$.

```lean
/-- A power law with a logarithmic correction, `t ^ k * log (1 + t)`, for `t > 0`. -/
def logCorrected (k t : ℝ) : ℝ := t ^ k * Real.log (1 + t)
```

For $k\ge 0$ and $t>0$ both factors are nonnegative and nondecreasing, and their product is positive. Its ratio at scale factor $x$ is $x^k\log(1+tx)/\log(1+t)$. Since

$$\frac{1+tx}{1+t}=x+\frac{1-x}{1+t}\to x ,$$

the two logarithms differ by an amount that tends to $\log x$, while $\log(1+t)\to\infty$. Their quotient tends to 1, and the scaling limit is $x^k$. Yet $f(t)/t^k=\log(1+t)$ diverges. In the proof, `hq` is the displayed limit and `hr` the limit of the full ratio.

For a numerical instance take $k=1$ and double the size, $b=2$. The estimate of the exponent is then

$$1+\log_2\frac{\log(1+2t)}{\log(1+t)} .$$

At $t=1000$ the logarithms are $7.6014$ and $6.9088$, their quotient is $1.1003$, and the estimate is $1.138$. At $t=10^6$ it is still $1.071$. A doubling experiment on a cost of this form therefore approaches the exponent 1 slowly.

```lean
/-- For every `k ≥ 0` the function `t ^ k * log (1 + t)` is positive and monotone increasing on
`t > 0` and has scaling limit `x ^ k`, although its ratio to `t ^ k` tends to infinity. -/
theorem logCorrected_scaling {k : ℝ} (hk : 0 ≤ k) :
    (∀ t, 0 < t → 0 < logCorrected k t) ∧ MonotoneOn (logCorrected k) (Ioi 0) ∧
      HasScalingLimit (logCorrected k) (fun x => x ^ k) ∧
      Tendsto (fun t => logCorrected k t / t ^ k) atTop atTop := by
  have hshift : Tendsto (fun t : ℝ => 1 + t) atTop atTop :=
    tendsto_atTop_add_const_left _ 1 tendsto_id
  have hlog : Tendsto (fun t : ℝ => Real.log (1 + t)) atTop atTop :=
    Real.tendsto_log_atTop.comp hshift
  have hL : ∀ t : ℝ, 0 < t → 0 < Real.log (1 + t) := fun t ht =>
    Real.log_pos (by linarith)
  refine ⟨fun t ht => mul_pos (Real.rpow_pos_of_pos ht k) (hL t ht), ?_, ?_, ?_⟩
  · intro a ha b hb hab
    have ha' : 0 < a := ha
    have hb' : 0 < b := hb
    exact mul_le_mul (Real.rpow_le_rpow ha'.le hab hk)
      (Real.log_le_log (by linarith) (by linarith)) (hL a ha').le
      (Real.rpow_nonneg hb'.le k)
  · intro x hx
    have hq : Tendsto (fun t : ℝ => (1 + t * x) / (1 + t)) atTop (𝓝 x) := by
      have h0 : Tendsto (fun t : ℝ => (1 - x) / (1 + t)) atTop (𝓝 0) :=
        tendsto_const_nhds.div_atTop hshift
      have h1 := h0.const_add x
      rw [add_zero] at h1
      refine h1.congr' ?_
      filter_upwards [eventually_gt_atTop 0] with t ht
      have hne : 1 + t ≠ 0 := by linarith
      rw [eq_div_iff hne]
      linear_combination div_mul_cancel₀ (1 - x) hne
    -- the logarithms differ by a bounded amount, so their ratio tends to one
    have hr := (((hq.log hx.ne').div_atTop hlog).const_add 1).const_mul (x ^ k)
    rw [add_zero, mul_one] at hr
    refine hr.congr' ?_
    filter_upwards [eventually_gt_atTop 0] with t ht
    have htx : 0 < t * x := mul_pos ht hx
    have h1 : 1 + t * x ≠ 0 := by linarith
    have h2 : 1 + t ≠ 0 := by linarith
    have hT := (Real.rpow_pos_of_pos ht k).ne'
    have hl := (hL t ht).ne'
    simp only [logCorrected]
    rw [Real.log_div h1 h2, Real.mul_rpow ht.le hx.le, eq_div_iff (mul_ne_zero hT hl)]
    linear_combination x ^ k * t ^ k *
      div_mul_cancel₀ (Real.log (1 + t * x) - Real.log (1 + t)) hl
  · refine hlog.congr' ?_
    filter_upwards [eventually_gt_atTop 0] with t ht
    simp only [logCorrected]
    rw [mul_div_cancel_left₀ _ (Real.rpow_pos_of_pos ht k).ne']

end

end AsymptoticScaling
```

```lean
#print axioms AsymptoticScaling.scalingLimit_power_law
#print axioms AsymptoticScaling.exponent_from_ratio
#print axioms AsymptoticScaling.logCorrected_scaling
```

```
'AsymptoticScaling.scalingLimit_power_law' depends on axioms: [propext, Classical.choice, Quot.sound]
'AsymptoticScaling.exponent_from_ratio' depends on axioms: [propext, Classical.choice, Quot.sound]
'AsymptoticScaling.logCorrected_scaling' depends on axioms: [propext, Classical.choice, Quot.sound]
```
